# Overlap products out along each path and back along the next, taken round a cyclic family, multiply to a product of squared moduli

Take a cyclic family of `q` paths, `q` nonzero, each a sequence of vectors in a complex inner product space, and give each path the product of its `N` consecutive overlaps. For each path, multiply this product by the overlaps met in going back along the next path, with no overlap between one path and the other included. The theorem says that the product of these numbers over the whole family is the product of the squared moduli of the path overlaps, and so is real and nonnegative. The vectors need not be normalised; if they are, each squared modulus is a product of the transition probabilities between consecutive states. The proof writes each backward product as the complex conjugate of a path overlap, shifts the index of the conjugates by one round the cycle, and pairs each path overlap with its own conjugate.

In Lean, a first try:

```lean
import Mathlib

open scoped InnerProductSpace ComplexConjugate

namespace ProdLoopOverlap

noncomputable section

variable {E : Type*} [NormedAddCommGroup E] [InnerProductSpace ℂ E]

/-- The product of the consecutive overlaps along the path `p 0, …, p N`. -/
def pathOverlap (p : ℕ → E) (N : ℕ) : ℂ :=
  ∏ k ∈ Finset.range N, ⟪p k, p (k + 1)⟫_ℂ

/-- The overlap product for going out along `p` and back along `p'`. -/
def loopOverlap (p p' : ℕ → E) (N : ℕ) : ℂ :=
  pathOverlap p N * ∏ k ∈ Finset.range N, ⟪p' (k + 1), p' k⟫_ℂ

/-- The overlap product for going out along `p` and back along `p'` is the path overlap of `p` times
the conjugate of the path overlap of `p'`. -/
theorem loopOverlap_eq (p p' : ℕ → E) (N : ℕ) :
    loopOverlap p p' N = pathOverlap p N * conj (pathOverlap p' N) := by
  simp only [loopOverlap, pathOverlap, map_prod, inner_conj_symm]

/-- For any cyclic family of paths, the products out along each path and back along the next
multiply to the product of the squared moduli of the path overlaps. -/
theorem prod_loopOverlap {q : ℕ} [NeZero q] (v : ZMod q → ℕ → E) (N : ℕ) :
    ∏ j, loopOverlap (v j) (v (j + 1)) N = ((∏ j, ‖pathOverlap (v j) N‖ ^ 2 : ℝ) : ℂ) := by
  simp only [loopOverlap_eq]
  -- relabel the backward paths
  rw [Finset.prod_mul_distrib,
    Equiv.prod_comp (Equiv.addRight (1 : ZMod q)) (fun j => conj (pathOverlap (v j) N)),
    ← Finset.prod_mul_distrib, Complex.ofReal_prod]
  refine Finset.prod_congr rfl fun j _ => ?_
  rw [Complex.mul_conj, Complex.normSq_eq_norm_sq]

end

end ProdLoopOverlap
```

Compiling this gives:

```
Main.lean:32:4: error: Tactic `rewrite` failed: Did not find an occurrence of the pattern
  ∏ i, (starRingEnd ℂ) (pathOverlap (v ((Equiv.addRight 1) i)) N)
in the target expression
  (∏ x, pathOverlap (v x) N) * ∏ x, (starRingEnd ℂ) (pathOverlap (v (x + 1)) N) = ↑(∏ j, ‖pathOverlap (v j) N‖ ^ 2)

E : Type u_1
inst✝² : NormedAddCommGroup E
inst✝¹ : InnerProductSpace ℂ E
q : ℕ
inst✝ : NeZero q
v : ZMod q → ℕ → E
N : ℕ
⊢ (∏ x, pathOverlap (v x) N) * ∏ x, (starRingEnd ℂ) (pathOverlap (v (x + 1)) N) = ↑(∏ j, ‖pathOverlap (v j) N‖ ^ 2)
```

The error is in the relabelling step. `Equiv.prod_comp`, given `Equiv.addRight 1`, yields an equation whose left side has the index `(Equiv.addRight 1) i`, while the goal has `x + 1`. The two are equal by definition, but seeing this means unfolding `Equiv.addRight` and its application as a function, which `rw` does not do when it looks for a pattern. It therefore finds no occurrence, though the product it needs is there.

The repair first states the shift as `hshift`, with the index written `j + 1`, and proves it by the same `Equiv.prod_comp` term. Here Lean has only to check that the term's type agrees with the stated one, and this check does unfold the definitions. The left side of `hshift` then has the form found in the goal, so `rw` can use it. The other rewrites are unchanged.

The mended proof, as a diff:

```diff
@@ -29,7 +29,7 @@
   simp only [loopOverlap_eq]
   -- relabel the backward paths
-  rw [Finset.prod_mul_distrib,
-    Equiv.prod_comp (Equiv.addRight (1 : ZMod q)) (fun j => conj (pathOverlap (v j) N)),
-    ← Finset.prod_mul_distrib, Complex.ofReal_prod]
+  have hshift : ∏ j, conj (pathOverlap (v (j + 1)) N) = ∏ j, conj (pathOverlap (v j) N) :=
+    Equiv.prod_comp (Equiv.addRight (1 : ZMod q)) (fun j => conj (pathOverlap (v j) N))
+  rw [Finset.prod_mul_distrib, hshift, ← Finset.prod_mul_distrib, Complex.ofReal_prod]
   refine Finset.prod_congr rfl fun j _ => ?_
   rw [Complex.mul_conj, Complex.normSq_eq_norm_sq]
```
